# A C³ mesh with g′ > 0 on an open interval is correction-free exactly when it is fractional linear

Put the radial equation d²u/dr² = f(r) u on the exponential mesh r = eˣ, write u = √r v, and forget one constant. The equation solved is then v″ = r² f v, while the correct one is v″ = (r² f + 1/4) v. For orbital angular momentum l, the centrifugal part of r² f is l(l+1), so the slip has the same effect as lowering l(l+1) by 1/4 at every radius.

For a general mesh r = g(x) with g′ > 0, set A = 1/√g′ and u = v/A, with primes for d/dx. Since d/dr = A² d/dx,

du/dr = A v′ − A′ v,
d²u/dr² = A² (A v″ − A″ v).

The radial equation becomes v″ = (g′² f + A″/A) v. Differentiating A twice gives

A′ = −g″/(2 g′√g′),
A″ = −(1/2) S A, with S = g‴/g′ − (3/2)(g″/g′)².

The extra term is therefore −S/2. S, called the mesh correction here, is usually known as the Schwarzian derivative.

## From S = 0 to a quotient of two lines

If S = 0 on the interval, then A″ = 0, so A = cx + d, which is nonzero because A > 0. Moreover,

(gA)″ = g″A + 2g′A′ + gA″ = g″/√g′ − g″/√g′ + 0 = 0,

so gA = ax + b. Division gives g = (ax + b)/(cx + d).

Conversely, take such a g, with D = ad − bc and q = cx + d. Then

g′ = D/q², g″ = −2cD/q³, g‴ = 6c²D/q⁴.

The first formula shows that g′ > 0 forces D > 0. All three give

S = 6c²/q² − (3/2)(4c²/q²) = 0.

The word "interval" matters. On (0,1) ∪ (2,3), let g = x on the first part and g = 2x on the second. Then g′ > 0 and S = 0, but no single fractional linear formula fits both parts. Openness of the domain alone is not enough.

## The mesh and its correction in Lean

The mesh is a function `g : ℝ → ℝ`, of which only the behaviour on the set `s` matters.

```lean
import Mathlib

open Set

noncomputable section

namespace CorrectionFreeMesh

variable {g : ℝ → ℝ} {s : Set ℝ}
```

The correction is S itself, without the factor −1/2, built from repeated `deriv`.

```lean
/-- The mesh correction `g'''/g' - (3/2) (g''/g')²` of a radial mesh `r = g(x)`,
for points where `g'` is nonzero. -/
def meshCorrection (g : ℝ → ℝ) (x : ℝ) : ℝ :=
  deriv (deriv (deriv g)) x / deriv g x - 3 / 2 * (deriv (deriv g) x / deriv g x) ^ 2
```

The name `amplitude` stands for A, not for the size of a wavefunction; `amplitudeSlope` is the formula for A′.

```lean
/-- The amplitude factor `1/√g'` of a mesh, for points where `g' > 0`. -/
def amplitude (g : ℝ → ℝ) (x : ℝ) : ℝ := 1 / Real.sqrt (deriv g x)

/-- The expression `-g''/(2 g' √g')`, for points where `g' > 0`. -/
def amplitudeSlope (g : ℝ → ℝ) (x : ℝ) : ℝ :=
  -(deriv (deriv g) x / (2 * (deriv g x * Real.sqrt (deriv g x))))
```

## Two functions with zero second derivative

The first lemma turns a vanishing second derivative into a line. A mean value bound with constant 0 shows that a function with zero derivative is constant on a convex set. This is applied to the slope, then to the function minus its line.

```lean
/-- A function whose second derivative vanishes on an interval is affine there. -/
theorem affine_of_second_deriv_zero (hc : Convex ℝ s) {f f₁ : ℝ → ℝ}
    (h₀ : ∀ x ∈ s, HasDerivAt f (f₁ x) x) (h₁ : ∀ x ∈ s, HasDerivAt f₁ 0 x) :
    ∃ m k : ℝ, ∀ x ∈ s, f x = m * x + k := by
  have const : ∀ F : ℝ → ℝ, (∀ x ∈ s, HasDerivAt F 0 x) →
      ∀ x ∈ s, ∀ y ∈ s, F y = F x := by
    intro F hF x hx y hy
    have h := hc.norm_image_sub_le_of_norm_hasDerivWithin_le (f := F) (f' := fun _ => 0)
      (C := 0) (fun z hz => (hF z hz).hasDerivWithinAt) (fun z _ => by simp) hx hy
    rw [zero_mul] at h
    exact sub_eq_zero.mp (norm_le_zero_iff.mp h)
  rcases s.eq_empty_or_nonempty with he | ⟨x₀, hx₀⟩
  · exact ⟨0, 0, fun x hx => by simp [he] at hx⟩
  · refine ⟨f₁ x₀, f x₀ - f₁ x₀ * x₀, fun x hx => ?_⟩
    -- subtract the line with the slope found at `x₀`
    have h := const (fun y => f y - f₁ x₀ * y) (fun y hy =>
      ((h₀ y hy).fun_sub ((hasDerivAt_id' y).const_mul (f₁ x₀))).congr_deriv
        (by rw [const f₁ h₁ x₀ hx₀ y hy]; ring)) x₀ hx₀ x hx
    linarith
```

The next lemma carries out the calculation of A′ and A″ at one point. Inside it, `hode` is S = 0 multiplied by g′², and `hprod` differentiates g′√g′ for the quotient rule.

```lean
/-- Where `g' > 0` and the mesh correction vanishes, the amplitude `1/√g'` of a three times
differentiable mesh has slope `-g''/(2 g' √g')`, and this slope has zero derivative. -/
theorem amplitude_hasDerivAt {x : ℝ}
    (h₂ : HasDerivAt (deriv g) (deriv (deriv g) x) x)
    (h₃ : HasDerivAt (deriv (deriv g)) (deriv (deriv (deriv g)) x) x)
    (hpos : 0 < deriv g x) (hS : meshCorrection g x = 0) :
    HasDerivAt (amplitude g) (amplitudeSlope g x) x ∧
      HasDerivAt (amplitudeSlope g) 0 x := by
  have hq : 0 < Real.sqrt (deriv g x) := Real.sqrt_pos.mpr hpos
  have hsq : Real.sqrt (deriv g x) ^ 2 = deriv g x := Real.sq_sqrt hpos.le
  have hne := hpos.ne'
  have hqne := hq.ne'
  have hd := h₂.sqrt hne
  constructor
  · refine ((hasDerivAt_const x (1 : ℝ)).fun_div hd hqne).congr_deriv ?_
    rw [hsq]
    unfold amplitudeSlope
    field_simp
    ring
  · -- the vanishing correction, cleared of denominators
    have hode : deriv (deriv (deriv g)) x * deriv g x - 3 / 2 * deriv (deriv g) x ^ 2 = 0 := by
      have h : deriv (deriv (deriv g)) x * deriv g x - 3 / 2 * deriv (deriv g) x ^ 2
          = meshCorrection g x * deriv g x ^ 2 := by
        unfold meshCorrection
        field_simp
      rw [h, hS, zero_mul]
    have hprod : HasDerivAt (fun y => deriv g y * Real.sqrt (deriv g y))
        (3 / 2 * deriv (deriv g) x * Real.sqrt (deriv g x)) x := by
      refine (h₂.fun_mul hd).congr_deriv ?_
      have h : deriv g x * (deriv (deriv g) x / (2 * Real.sqrt (deriv g x)))
          = deriv (deriv g) x * Real.sqrt (deriv g x) / 2 := by
        rw [← mul_div_assoc, div_eq_iff (mul_ne_zero two_ne_zero hqne)]
        linear_combination (-deriv (deriv g) x) * hsq
      rw [h]
      ring
    refine ((h₃.fun_div (hprod.const_mul 2)
      (mul_ne_zero two_ne_zero (mul_ne_zero hne hqne))).fun_neg).congr_deriv ?_
    rw [neg_eq_zero, div_eq_zero_iff]
    left
    linear_combination 2 * Real.sqrt (deriv g x) * hode
```

## Derivatives of the fractional linear map

The formulas for g′, g″ and g‴ are derived in turn. Since `s` is open, a formula valid on `s` holds at all points close enough to a given point of `s`, so it can be differentiated there.

```lean
/-- The first three derivatives of a mesh that equals `(ax+b)/(cx+d)` on an open set
where `cx+d` is nonzero. -/
theorem mobius_derivs {a b c d : ℝ} (hs : IsOpen s)
    (hg : ∀ x ∈ s, c * x + d ≠ 0 ∧ g x = (a * x + b) / (c * x + d)) :
    ∀ x ∈ s, deriv g x = (a * d - b * c) / (c * x + d) ^ 2 ∧
      deriv (deriv g) x = -2 * c * (a * d - b * c) / (c * x + d) ^ 3 ∧
      deriv (deriv (deriv g)) x = 6 * c ^ 2 * (a * d - b * c) / (c * x + d) ^ 4 := by
  -- on an open set the derivative only sees the formula valid there
  have key : ∀ F G F' : ℝ → ℝ, (∀ x ∈ s, F x = G x) →
      (∀ x ∈ s, HasDerivAt G (F' x) x) → ∀ x ∈ s, deriv F x = F' x :=
    fun F G F' hFG hG x hx => ((hG x hx).congr_of_eventuallyEq
      (Filter.eventuallyEq_of_mem (hs.mem_nhds hx) (fun y hy => hFG y hy))).deriv
  have hl : ∀ m k x : ℝ, HasDerivAt (fun y => m * y + k) m x := fun m k x =>
    (((hasDerivAt_id' x).const_mul m).add_const k).congr_deriv (mul_one m)
  have h1 := key g (fun x => (a * x + b) / (c * x + d))
    (fun x => (a * d - b * c) / (c * x + d) ^ 2) (fun x hx => (hg x hx).2)
    (fun x hx => ((hl a b x).fun_div (hl c d x) (hg x hx).1).congr_deriv (by ring))
  have h2 := key (deriv g) _ (fun x => -2 * c * (a * d - b * c) / (c * x + d) ^ 3) h1
    (fun x hx => by
      have hne := (hg x hx).1
      have hp : HasDerivAt (fun y => (c * y + d) ^ 2) (2 * (c * x + d) * c) x :=
        ((hl c d x).fun_pow 2).congr_deriv (by norm_num)
      refine ((hasDerivAt_const x (a * d - b * c)).fun_div hp
        (pow_ne_zero 2 hne)).congr_deriv ?_
      field_simp
      ring)
  have h3 := key (deriv (deriv g)) _
    (fun x => 6 * c ^ 2 * (a * d - b * c) / (c * x + d) ^ 4) h2
    (fun x hx => by
      have hne := (hg x hx).1
      have hp : HasDerivAt (fun y => (c * y + d) ^ 3) (3 * (c * x + d) ^ 2 * c) x :=
        ((hl c d x).fun_pow 3).congr_deriv (by norm_num)
      refine ((hasDerivAt_const x (-2 * c * (a * d - b * c))).fun_div hp
        (pow_ne_zero 3 hne)).congr_deriv ?_
      field_simp
      ring)
  exact fun x hx => ⟨h1 x hx, h2 x hx, h3 x hx⟩
```

Inserting them in S gives the converse, and D > 0 gives g′ > 0.

```lean
/-- A mesh `(ax+b)/(cx+d)` with `ad-bc > 0`, on an open set where `cx+d` is nonzero,
has positive derivative and zero mesh correction. -/
theorem mobius_mesh {a b c d : ℝ} (hs : IsOpen s) (hD : 0 < a * d - b * c)
    (hg : ∀ x ∈ s, c * x + d ≠ 0 ∧ g x = (a * x + b) / (c * x + d)) :
    ∀ x ∈ s, 0 < deriv g x ∧ meshCorrection g x = 0 := by
  intro x hx
  obtain ⟨h1, h2, h3⟩ := mobius_derivs hs hg x hx
  have hne := (hg x hx).1
  have alg : ∀ D q : ℝ, D ≠ 0 → q ≠ 0 →
      6 * c ^ 2 * D / q ^ 4 / (D / q ^ 2)
        - 3 / 2 * (-2 * c * D / q ^ 3 / (D / q ^ 2)) ^ 2 = 0 := by
    intro D q hD hq
    field_simp
    ring
  constructor
  · rw [h1]
    have hsq : 0 < (c * x + d) ^ 2 := by positivity
    exact div_pos hD hsq
  · unfold meshCorrection
    rw [h1, h2, h3]
    exact alg _ _ hD.ne' hne
```

## The equivalence on an interval

`IsOpen s` and `Convex ℝ s` together describe an open interval, possibly unbounded or empty; `ContDiffOn ℝ 3 g s` is the C³ condition. On a nonempty interval the constants are fixed only up to a common nonzero factor. In the proof, `hcd` and `hab` are the lines for A and gA, `rel` is the cancellation g″A + 2g′A′ = 0, and the sign of D is read off at a point `x₀`.

```lean
/-- For a `C³` mesh with `g' > 0` on an open interval, the mesh correction vanishes throughout
the interval if and only if `g(x) = (ax+b)/(cx+d)` there, with `ad-bc > 0` and `cx+d` nonzero. -/
theorem meshCorrection_eq_zero_iff_mobius (hs : IsOpen s) (hc : Convex ℝ s)
    (hg : ContDiffOn ℝ 3 g s) (hpos : ∀ x ∈ s, 0 < deriv g x) :
    (∀ x ∈ s, meshCorrection g x = 0) ↔
      ∃ a b c d : ℝ, 0 < a * d - b * c ∧
        ∀ x ∈ s, c * x + d ≠ 0 ∧ g x = (a * x + b) / (c * x + d) := by
  refine ⟨fun hS => ?_, fun ⟨a, b, c, d, hD, h⟩ x hx => (mobius_mesh hs hD h x hx).2⟩
  rcases s.eq_empty_or_nonempty with he | ⟨x₀, hx₀⟩
  · exact ⟨1, 0, 0, 1, by norm_num, fun x hx => by simp [he] at hx⟩
  have hg' : ContDiffOn ℝ 2 (deriv g) s := hg.deriv_of_isOpen hs (by norm_num)
  have hg'' : ContDiffOn ℝ 1 (deriv (deriv g)) s := hg'.deriv_of_isOpen hs (by norm_num)
  have d1 : ∀ x ∈ s, HasDerivAt g (deriv g x) x := fun x hx =>
    ((hg.differentiableOn (by norm_num)).differentiableAt (hs.mem_nhds hx)).hasDerivAt
  have d2 : ∀ x ∈ s, HasDerivAt (deriv g) (deriv (deriv g) x) x := fun x hx =>
    ((hg'.differentiableOn (by norm_num)).differentiableAt (hs.mem_nhds hx)).hasDerivAt
  have d3 : ∀ x ∈ s, HasDerivAt (deriv (deriv g)) (deriv (deriv (deriv g)) x) x := fun x hx =>
    ((hg''.differentiableOn (by norm_num)).differentiableAt (hs.mem_nhds hx)).hasDerivAt
  have hA := fun x hx => amplitude_hasDerivAt (d2 x hx) (d3 x hx) (hpos x hx) (hS x hx)
  -- both `1/√g'` and `g/√g'` are affine
  obtain ⟨c, d, hcd⟩ := affine_of_second_deriv_zero hc
    (fun x hx => (hA x hx).1) (fun x hx => (hA x hx).2)
  obtain ⟨a, b, hab⟩ := affine_of_second_deriv_zero hc
    (f := fun x => g x * amplitude g x)
    (f₁ := fun x => deriv g x * amplitude g x + g x * amplitudeSlope g x)
    (fun x hx => (d1 x hx).fun_mul (hA x hx).1)
    (fun x hx => by
      refine (((d2 x hx).fun_mul (hA x hx).1).fun_add
        ((d1 x hx).fun_mul (hA x hx).2)).congr_deriv ?_
      have hne := (hpos x hx).ne'
      have hqne := (Real.sqrt_pos.mpr (hpos x hx)).ne'
      have rel : deriv (deriv g) x * amplitude g x
          + 2 * (deriv g x * amplitudeSlope g x) = 0 := by
        unfold amplitude amplitudeSlope
        field_simp
        ring
      linear_combination rel)
  have hform : ∀ x ∈ s, c * x + d ≠ 0 ∧ g x = (a * x + b) / (c * x + d) := by
    intro x hx
    have hne : amplitude g x ≠ 0 :=
      (one_div_pos.mpr (Real.sqrt_pos.mpr (hpos x hx))).ne'
    rw [← hcd x hx, ← hab x hx]
    exact ⟨hne, (mul_div_cancel_right₀ (g x) hne).symm⟩
  refine ⟨a, b, c, d, ?_, hform⟩
  -- the sign of the determinant is the sign of `g'`
  have h := hpos x₀ hx₀
  rw [(mobius_derivs hs hform x₀ hx₀).1] at h
  have hne := (hform x₀ hx₀).1
  have hsq : 0 < (c * x₀ + d) ^ 2 := by positivity
  exact (div_pos_iff_of_pos_right hsq).mp h
```

The theorem concerns S alone: the passage from the radial equation to S is the calculation at the start. Nor does it require g > 0, as a radius would. For a single-channel radial Schrödinger equation in an atomic calculation, it identifies the meshes on which v″ = g′² f v holds without an added term; discretisation error is a separate matter.

## The whole line and a quadrature mesh

On the whole line a nonzero c would make cx + d vanish at x = −d/c. Hence c = 0 and g = (a/d)x + b/d, with slope ad/d² > 0. Such a g takes negative values, so no C³ mesh with g′ > 0 that maps the whole line to positive radii is correction-free. In the statement, `a` and `b` denote the new slope and intercept.

```lean
/-- A `C³` mesh with `g' > 0` on the whole real line has zero mesh correction everywhere
if and only if it is affine with positive slope. -/
theorem global_mesh_affine (hg : ContDiff ℝ 3 g) (hpos : ∀ x, 0 < deriv g x) :
    (∀ x, meshCorrection g x = 0) ↔ ∃ a b : ℝ, 0 < a ∧ ∀ x, g x = a * x + b := by
  have main := meshCorrection_eq_zero_iff_mobius isOpen_univ convex_univ
    hg.contDiffOn (fun x _ => hpos x)
  constructor
  · intro hS
    obtain ⟨a, b, c, d, hD, h⟩ := main.mp (fun x _ => hS x)
    -- a nonzero `c` would put a pole on the line
    have hc : c = 0 := by
      by_contra hc
      apply (h (-d / c) (mem_univ _)).1
      rw [mul_div_cancel₀ _ hc]
      ring
    subst hc
    have hd : d ≠ 0 := by simpa using (h 0 (mem_univ _)).1
    have had : 0 < a * d := by linarith
    refine ⟨a / d, b / d, ?_, fun x => ?_⟩
    · have hsq : 0 < d ^ 2 := by positivity
      have e : a / d = a * d / d ^ 2 := by field_simp
      rw [e]
      exact div_pos had hsq
    · rw [(h x (mem_univ _)).2, zero_mul, zero_add]
      ring
  · rintro ⟨a, b, ha, h⟩ x
    exact main.mpr ⟨a, b, 0, 1, by linarith, fun y _ => ⟨by norm_num, by
      rw [h y]; ring⟩⟩ x (mem_univ x)
```

The mesh r = R(1+x)/(1−x), with length scale R > 0, maps (−1,1) to positive radii. Here a = b = R, c = −1 and d = 1, so D = 2R > 0 and the correction vanishes.

```lean
/-- For `R > 0`, the rational quadrature mesh `r = R(1+x)/(1-x)` on `-1 < x < 1` has positive
radius, positive derivative and zero mesh correction. -/
theorem rational_quadrature_mesh {R x : ℝ} (hR : 0 < R) (hx : x ∈ Ioo (-1 : ℝ) 1) :
    0 < R * (1 + x) / (1 - x) ∧
      0 < deriv (fun y : ℝ => R * (1 + y) / (1 - y)) x ∧
      meshCorrection (fun y : ℝ => R * (1 + y) / (1 - y)) x = 0 := by
  refine ⟨div_pos (mul_pos hR (by linarith [hx.1])) (by linarith [hx.2]), ?_⟩
  refine mobius_mesh (a := R) (b := R) (c := -1) (d := 1) isOpen_Ioo (by linarith)
    (fun y hy => ⟨(show (0 : ℝ) < -1 * y + 1 by linarith [hy.2]).ne', ?_⟩) x hx
  have e₁ : R * (1 + y) = R * y + R := by ring
  have e₂ : 1 - y = -1 * y + 1 := by ring
  simp only [e₁, e₂]

end CorrectionFreeMesh
```

```lean
#print axioms CorrectionFreeMesh.meshCorrection_eq_zero_iff_mobius
#print axioms CorrectionFreeMesh.global_mesh_affine
#print axioms CorrectionFreeMesh.rational_quadrature_mesh
```

```
'CorrectionFreeMesh.meshCorrection_eq_zero_iff_mobius' depends on axioms: [propext, Classical.choice, Quot.sound]
'CorrectionFreeMesh.global_mesh_affine' depends on axioms: [propext, Classical.choice, Quot.sound]
'CorrectionFreeMesh.rational_quadrature_mesh' depends on axioms: [propext, Classical.choice, Quot.sound]
```
